# A nonnegative square matrix of finite size is nilpotent exactly when it admits an excitation grading

In coupled-cluster theory the wavefunction is written as \(e^{T}|\Phi_0\rangle\), where \(|\Phi_0\rangle\) is a reference determinant and the cluster operator \(T\) moves electrons from occupied to virtual orbitals. Every term of \(T\) raises the number of excited electrons. A molecule has finitely many electrons, so a high enough power of \(T\) vanishes and the exponential series stops. Does the reverse hold as well: if some power of a matrix vanishes, is there a count that each of its nonzero elements raises?

Let \(T\) be a real square matrix on a finite set of states, with \(T_{pq}\) the amplitude for passing from state \(q\) to state \(p\). "Amplitude" here means a matrix element between many-electron states, not a cluster amplitude \(t_i^a\). An *excitation grading* is a function \(g\) from the states to the natural numbers such that \(T_{pq}\neq 0\) implies \(g(q)<g(p)\).

**Claim.** If all \(T_{pq}\ge 0\), then \(T\) is nilpotent if and only if it has an excitation grading.

## Paths that cannot cancel

Suppose first that \(T\) is nonnegative and \(T^k=0\). All powers of \(T\) have nonnegative entries, since \(T^0=1\) has them and products and sums of nonnegative numbers are nonnegative. If \(T_{pq}\neq0\) and \((T^m)_{qr}\neq 0\), both numbers are positive, and

\[
(T^{m+1})_{pr}=\sum_c T_{pc}(T^m)_{cr}\;\ge\; T_{pq}(T^m)_{qr}>0 .
\]

A path that exists therefore always shows up in the corresponding power.

Define the chain depth \(d_k(p)\) as the largest \(m\le k\) for which row \(p\) of \(T^m\) is nonzero. Such an \(m\) exists, because row \(p\) of \(T^0\) contains a 1. Now let \(T_{pq}\ne0\) and put \(m=d_k(q)\). Some \(r\) has \((T^m)_{qr}\neq0\), hence \((T^{m+1})_{pr}\neq0\). Powers from \(k\) upwards vanish, so \(m+1<k\), and \(m+1\) is an admissible value for \(p\). Thus \(d_k(p)\ge d_k(q)+1\), and the depth is a grading.

Conversely, let \(g\) be a grading. If \((T^m)_{pr}\neq0\), then \(m\le g(p)\). For \(m=0\) this is clear. For \(m+1\), some term \(T_{pq}(T^m)_{qr}\) of the sum is nonzero, so \(m\le g(q)<g(p)\). With \(G\) the largest grade (zero if there are no states), no entry of \(T^{G+1}\) can be nonzero. This direction makes no use of signs.

## Gradings and chain depth in Lean

The states form a finite type `ι`, and `T p q` stands for \(T_{pq}\).

```lean
import Mathlib

open Matrix

namespace NonnegativeNilpotentGrading

variable {ι : Type*} [Fintype ι] [DecidableEq ι]
```

The definition of a grading asks only that the type `R` of the entries has a zero element, so it serves real and complex matrices alike.

```lean
/-- The grade `g` is an excitation grading for `T` if every nonzero amplitude `T p q`,
leading from state `q` to state `p`, strictly raises the grade. -/
def IsExcitationGrading {κ R : Type*} [Zero R] (g : κ → ℕ) (T : Matrix κ κ R) : Prop :=
  ∀ p q, T p q ≠ 0 → g q < g p
```

That a cluster operator in second quantisation yields a matrix over determinants graded by excitation rank is a fact of many-body theory that the Lean model does not contain; it starts from the matrix.

```lean
open scoped Classical in
/-- The chain depth of the state `p`: the largest number `m ≤ k` of successive applications
of `T` that reach `p` from some state with nonzero amplitude. -/
noncomputable def chainDepth (T : Matrix ι ι ℝ) (k : ℕ) (p : ι) : ℕ :=
  Nat.findGreatest (fun m => ∃ r, (T ^ m) p r ≠ 0) k
```

The depth counts applications of `T`, not electrons. For a pure doubles operator, a doubly excited determinant reached from the reference has rank 2 but depth 1, provided the cutoff `k` is at least 1.

The device that carries the construction is `Nat.findGreatest P k`, which returns the largest `m ≤ k` satisfying `P m`, and 0 if there is none. Two lemmas make it usable as a maximum. `Nat.findGreatest_spec` says that the returned number satisfies `P`, once some number up to `k` is known to do so. `Nat.le_findGreatest` says that every admissible number is at most the returned one. The function searches by deciding `P m` at each step, and classical logic supplies that decision for real entries.

The first lemma is applied here, with the diagonal entry of \(T^0\) as the known case.

```lean
open scoped Classical in
/-- The chain depth is attained: some state is connected to `p` by a nonzero amplitude of
exactly that many applications of `T`. -/
theorem exists_chain (T : Matrix ι ι ℝ) (k : ℕ) (p : ι) :
    ∃ r, (T ^ chainDepth T k p) p r ≠ 0 := by
  unfold chainDepth
  exact Nat.findGreatest_spec (P := fun m => ∃ r, (T ^ m) p r ≠ 0)
    (Nat.zero_le k) ⟨p, by simp⟩
```

## From nilpotency to a grading

The next theorem states that the entry on the left of the inequality displayed above is nonzero, and its proof follows that inequality. The inner statement `hpow` is the induction showing that all powers are nonnegative, and `hterm` is the positive contribution of the path through `q`. After `pow_succ'` has split off the last step of the path, `Finset.single_le_sum` bounds the whole sum from below by that one term.

```lean
/-- Absence of cancellation: for nonnegative amplitudes, a nonzero `m`-step amplitude from `r`
to `q` followed by a nonzero step from `q` to `p` gives a nonzero `(m + 1)`-step amplitude. -/
theorem pow_succ_apply_ne_zero {T : Matrix ι ι ℝ} (hT : ∀ p q, 0 ≤ T p q)
    {m : ℕ} {p q r : ι} (hpq : T p q ≠ 0) (hqr : (T ^ m) q r ≠ 0) :
    (T ^ (m + 1)) p r ≠ 0 := by
  -- all powers of `T` have nonnegative entries
  have hpow : ∀ (n : ℕ) (a b : ι), 0 ≤ (T ^ n) a b := by
    intro n
    induction n with
    | zero =>
      intro a b
      rw [pow_zero, Matrix.one_apply]
      split_ifs <;> norm_num
    | succ n ih =>
      intro a b
      rw [pow_succ, Matrix.mul_apply]
      exact Finset.sum_nonneg fun c _ => mul_nonneg (ih a c) (hT c b)
  -- the path through `q` contributes a positive term to a sum of nonnegative ones
  have hterm : 0 < T p q * (T ^ m) q r :=
    mul_pos (lt_of_le_of_ne (hT p q) (Ne.symm hpq))
      (lt_of_le_of_ne (hpow m q r) (Ne.symm hqr))
  rw [pow_succ', Matrix.mul_apply]
  exact (lt_of_lt_of_le hterm
    (Finset.single_le_sum (f := fun c => T p c * (T ^ m) c r)
      (fun c _ => mul_nonneg (hT p c) (hpow m c r)) (Finset.mem_univ q))).ne'
```

The depth can now be compared across a nonzero entry. `exists_chain` provides the longest chain ending in `q`, and the previous theorem extends it to `p`. The bound `hle` keeps the extended length within the cutoff: otherwise the power would vanish, contradicting `h`. Then `Nat.le_findGreatest` gives `hmax`, which is \(d_k(q)+1\le d_k(p)\).

```lean
open scoped Classical in
/-- If `T` has nonnegative entries and `T ^ k = 0`, then the chain depth with cutoff `k` is an
excitation grading for `T`. -/
theorem chainDepth_isExcitationGrading {T : Matrix ι ι ℝ} (hT : ∀ p q, 0 ≤ T p q)
    {k : ℕ} (hk : T ^ k = 0) : IsExcitationGrading (chainDepth T k) T := by
  intro p q hpq
  obtain ⟨r, hr⟩ := exists_chain T k q
  -- the longest chain ending in `q` can be prolonged to `p`
  have h := pow_succ_apply_ne_zero hT hpq hr
  have hle : chainDepth T k q + 1 ≤ k := by
    by_contra hc
    have h0 : T ^ (chainDepth T k q + 1) = 0 := pow_eq_zero_of_le (by omega) hk
    exact h (congrFun (congrFun h0 p) r)
  have hmax : chainDepth T k q + 1 ≤ chainDepth T k p :=
    Nat.le_findGreatest (P := fun m => ∃ r, (T ^ m) p r ≠ 0) hle ⟨r, h⟩
  omega
```

## From a grading to nilpotency

The induction on `m` lets the end state `p` vary, because the induction hypothesis is applied to the intermediate state `q`. `Finset.exists_ne_zero_of_sum_ne_zero` finds that state: a nonzero sum has a nonzero term.

```lean
/-- In any excitation grading for `T`, a state reached with nonzero amplitude by `m`
applications of `T` has grade at least `m`. -/
theorem le_grade_of_pow_apply_ne_zero {T : Matrix ι ι ℝ} {g : ι → ℕ}
    (hg : IsExcitationGrading g T) {m : ℕ} {p r : ι} (h : (T ^ m) p r ≠ 0) : m ≤ g p := by
  induction m generalizing p with
  | zero => exact Nat.zero_le _
  | succ m ih =>
    rw [pow_succ', Matrix.mul_apply] at h
    -- some intermediate state `q` carries a nonzero contribution
    obtain ⟨q, _, hq⟩ := Finset.exists_ne_zero_of_sum_ne_zero h
    have h1 := ih (right_ne_zero_of_mul hq)
    have h2 := hg p q (left_ne_zero_of_mul hq)
    omega
```

The same induction gives a neighbouring result for several operators. If matrices \(A_1,\dots,A_m\) share one grading \(g\), a nonzero entry \((A_1\cdots A_m)_{pr}\) forces \(m\le g(p)\), so every product of \(G+1\) such matrices vanishes, as it does for mixed products of singles and doubles operators. This extension rests on the argument in prose and has no Lean proof here.

The main theorem joins the two directions. `IsNilpotent T` means that `T ^ k = 0` for some natural number `k`, and the hypothesis `hT` says that all entries are nonnegative. Physically, `hT` ensures that alternative paths between two states never interfere destructively. In the second half, `Finset.univ.sup g` is the largest grade \(G\), and the exponent is \(G+1\).

```lean
/-- A real square matrix with nonnegative entries is nilpotent if and only if it admits an
excitation grading. -/
theorem isNilpotent_iff_exists_grading {T : Matrix ι ι ℝ} (hT : ∀ p q, 0 ≤ T p q) :
    IsNilpotent T ↔ ∃ g : ι → ℕ, IsExcitationGrading g T := by
  constructor
  · rintro ⟨k, hk⟩
    exact ⟨chainDepth T k, chainDepth_isExcitationGrading hT hk⟩
  · rintro ⟨g, hg⟩
    -- no state has a grade above the maximum of `g`
    refine ⟨Finset.univ.sup g + 1, ?_⟩
    ext p r
    by_contra h
    have h1 := le_grade_of_pow_apply_ne_zero hg h
    have h2 : g p ≤ Finset.univ.sup g := Finset.le_sup (Finset.mem_univ p)
    omega
```

## The smallest grading, and matrices with signs

The depth lies below every grading, state by state and for every cutoff, since the chain that attains it already forces the grade up. For nonnegative `T` with `T ^ k = 0`, where the depth is itself a grading, it is therefore the smallest one.

```lean
/-- The chain depth of a state, with any cutoff `k`, is at most its grade in any excitation
grading for `T`. -/
theorem chainDepth_le_grade {T : Matrix ι ι ℝ} {g : ι → ℕ}
    (hg : IsExcitationGrading g T) (k : ℕ) (p : ι) : chainDepth T k p ≤ g p := by
  obtain ⟨r, hr⟩ := exists_chain T k p
  exact le_grade_of_pow_apply_ne_zero hg hr
```

Cluster matrices over determinants generally have elements of both signs, so `hT` fails for them. For a finite complex matrix the criterion can be applied to the absolute values instead. An entry and its absolute value vanish together, so both matrices have the same gradings, and the proof rewrites one condition into the other.

```lean
/-- A complex square matrix admits an excitation grading if and only if the matrix of the
absolute values of its entries is nilpotent. -/
theorem isNilpotent_norm_iff_exists_grading (T : Matrix ι ι ℂ) :
    IsNilpotent (T.map fun z => ‖z‖) ↔ ∃ g : ι → ℕ, IsExcitationGrading g T := by
  rw [isNilpotent_iff_exists_grading (T := T.map fun z => ‖z‖) (fun p q => by simp)]
  -- an amplitude vanishes exactly when its absolute value does
  simp only [IsExcitationGrading, Matrix.map_apply, ne_eq, norm_eq_zero]
```

What is tested is then the nilpotency of \(|T_{pq}|\), not of \(T\). The difference is real, as the matrix

\[
N=\begin{pmatrix}1&-1\\1&-1\end{pmatrix}
\]

shows. Each entry of \(N^2\) is a sum of two paths that cancel, so \(N^2=0\). Yet \(N_{00}=1\) would require \(g(0)<g(0)\). For real matrices of arbitrary sign, nilpotency alone thus does not give a grading.

The obstruction lies in the choice of basis. With the normalised states \(|\pm\rangle=(|0\rangle\pm|1\rangle)/\sqrt2\) one finds \(N=2\,|+\rangle\langle-|\), which is graded by \(g(-)=0\), \(g(+)=1\). Nilpotency survives a change of basis, whereas a grading belongs to the basis in which the matrix is written.

In Lean, nilpotency is checked entry by entry for the exponent 2, and the missing grading follows from the diagonal entry at `0`.

```lean
/-- The real matrix with both rows equal to `(1, -1)` is nilpotent but admits no excitation
grading. -/
theorem cancellation_without_grading :
    IsNilpotent (!![1, -1; 1, -1] : Matrix (Fin 2) (Fin 2) ℝ) ∧
      ¬ ∃ g : Fin 2 → ℕ,
        IsExcitationGrading g (!![1, -1; 1, -1] : Matrix (Fin 2) (Fin 2) ℝ) := by
  constructor
  · refine ⟨2, ?_⟩
    ext i j
    fin_cases i <;> fin_cases j <;> simp [pow_two, Matrix.mul_apply, Fin.sum_univ_succ]
  · rintro ⟨g, hg⟩
    -- the nonzero diagonal entry would have to raise the grade of a state above itself
    exact lt_irrefl (g 0) (hg 0 0 (by simp))

end NonnegativeNilpotentGrading
```

```lean
#print axioms NonnegativeNilpotentGrading.isNilpotent_iff_exists_grading
#print axioms NonnegativeNilpotentGrading.chainDepth_le_grade
#print axioms NonnegativeNilpotentGrading.isNilpotent_norm_iff_exists_grading
#print axioms NonnegativeNilpotentGrading.cancellation_without_grading
```

```
'NonnegativeNilpotentGrading.isNilpotent_iff_exists_grading' depends on axioms: [propext, Classical.choice, Quot.sound]
'NonnegativeNilpotentGrading.chainDepth_le_grade' depends on axioms: [propext, Classical.choice, Quot.sound]
'NonnegativeNilpotentGrading.isNilpotent_norm_iff_exists_grading' depends on axioms: [propext, Classical.choice, Quot.sound]
'NonnegativeNilpotentGrading.cancellation_without_grading' depends on axioms: [propext, Classical.choice, Quot.sound]
```
